# On a convex energy curve, positive electron affinity and a positive anion orbital energy give a fractional ground-state charge

A semilocal density-functional calculation on a small anion can give two answers that seem to disagree. The total energies say that the extra electron is bound, while the highest occupied orbital energy of the anion is positive. If charge may leave the molecule, how much of the electron stays?

Let $q\in[0,1]$ be the extra charge on the molecule, $E(q)$ its energy and $\varepsilon(q)$ the energy of the orbital being filled. The remaining $1-q$ is far away at zero energy, so the preferred charge minimizes $E$ alone. The electron affinity is $EA=E(0)-E(1)$.

## The orbital energy is the slope of the energy

The field `janak` assumes $\varepsilon(q)=E'(q)$, one-sided at the endpoints, which is Janak's relation for a fractionally occupied orbital. The field `convex` is the subject of the next heading.

In Lean 4 with Mathlib:

```lean
import Mathlib

open Set Filter Topology

namespace FractionalChargeLoss

/-- The energy `E q` at extra charge `q` is convex on `[0,1]`, and the orbital energy `eps q`
is its derivative there (one-sided at the endpoints). -/
structure IsConvexCurve (E eps : ℝ → ℝ) : Prop where
  convex : ConvexOn ℝ (Icc 0 1) E
  janak : ∀ q ∈ Icc (0 : ℝ) 1, HasDerivWithinAt E (eps q) (Icc 0 1) q
```

`electronAffinity` is $EA$, and `IsGroundCharge E q` says that $q$ minimizes $E$ on $[0,1]$.

```lean
/-- The electron affinity: energy without the extra electron minus energy with it. -/
def electronAffinity (E : ℝ → ℝ) : ℝ := E 0 - E 1

/-- The extra charge `q` in `[0,1]` minimizes the energy among all charges in `[0,1]`. -/
def IsGroundCharge (E : ℝ → ℝ) (q : ℝ) : Prop :=
  q ∈ Icc (0 : ℝ) 1 ∧ ∀ p ∈ Icc (0 : ℝ) 1, E q ≤ E p
```

Every result below that compares $\varepsilon$ with $E$ uses this relation. Without it, $\varepsilon$ is an unrelated function and its sign says nothing about binding.

## Convexity puts tangents below the curve

Semilocal functionals typically give a convex $E(q)$, a sign of delocalization error. For $0<t\le1$, convexity gives

$$\frac{E(q+t(p-q))-E(q)}{t}\le E(p)-E(q),$$

and $t\to0$ yields $E(q)+\varepsilon(q)(p-q)\le E(p)$. The proof treats $p<q$ and $p>q$ separately, using Mathlib's slope inequalities for convex functions.

```lean
/-- For a convex energy curve and `q` in `[0,1]`, the line through `(q, E q)` with slope `eps q`
lies nowhere above the curve on `[0,1]`. -/
theorem tangent_le {E eps : ℝ → ℝ} (h : IsConvexCurve E eps) {q p : ℝ}
    (hq : q ∈ Icc (0 : ℝ) 1) (hp : p ∈ Icc (0 : ℝ) 1) :
    E q + eps q * (p - q) ≤ E p := by
  rcases lt_trichotomy p q with hlt | heq | hgt
  · have hs := h.convex.slope_le_of_hasDerivWithinAt hp hq hlt (h.janak q hq)
    rw [slope_def_field, div_le_iff₀ (sub_pos.2 hlt)] at hs
    linarith
  · subst heq
    simp
  · have hs := h.convex.le_slope_of_hasDerivWithinAt hq hp hgt (h.janak q hq)
    rw [slope_def_field, le_div_iff₀ (sub_pos.2 hgt)] at hs
    linarith
```

The tangent at $1$, evaluated at $0$, gives $E(1)-\varepsilon(1)\le E(0)$. The tangent at $0$, evaluated at $1$, gives $E(0)+\varepsilon(0)\le E(1)$. Together,

$$-\varepsilon(1)\le EA\le-\varepsilon(0).$$

```lean
/-- For a convex energy curve, the electron affinity lies between minus the orbital energy
at full extra charge and minus the orbital energy at zero extra charge. -/
theorem affinity_bounds {E eps : ℝ → ℝ} (h : IsConvexCurve E eps) :
    -eps 1 ≤ electronAffinity E ∧ electronAffinity E ≤ -eps 0 := by
  have h0 : (0 : ℝ) ∈ Icc (0 : ℝ) 1 := ⟨le_refl _, zero_le_one⟩
  have h1 : (1 : ℝ) ∈ Icc (0 : ℝ) 1 := ⟨zero_le_one, le_refl _⟩
  have a := tangent_le h h1 h0
  have b := tangent_le h h0 h1
  unfold electronAffinity
  constructor <;> linarith
```

Without convexity both bounds can fail: $E=-q^2$ has $EA=1$, but $-\varepsilon(1)=2$ and $-\varepsilon(0)=0$.

## A positive orbital energy at full charge expels some charge

Physically, $\varepsilon(1)>0$ means that removing a little charge from the anion lowers the energy. If $q=1$ were a minimizer, then for every $p<1$

$$\frac{E(p)-E(1)}{p-1}\le0,$$

and the limit $p\to1$ would give $\varepsilon(1)\le0$. Conversely, if $\varepsilon(1)\le0$, the tangent at $1$ gives $E(p)\ge E(1)+\varepsilon(1)(p-1)\ge E(1)$. In the proof, `le_of_tendsto` takes the limit and `tangent_le` supplies the converse, the only direction that uses convexity.

```lean
/-- For a convex energy curve, binding the whole extra electron minimizes the energy
exactly when the orbital energy at full extra charge is not positive. -/
theorem full_charge_iff {E eps : ℝ → ℝ} (h : IsConvexCurve E eps) :
    IsGroundCharge E 1 ↔ eps 1 ≤ 0 := by
  have h1 : (1 : ℝ) ∈ Icc (0 : ℝ) 1 := ⟨zero_le_one, le_refl _⟩
  constructor
  · intro hg
    -- the slopes from the left are not positive, hence neither is their limit
    have hd := (h.janak 1 h1).mono Ico_subset_Icc_self
    have hn : (1 : ℝ) ∉ Ico (0 : ℝ) 1 := by simp
    rw [hasDerivWithinAt_iff_tendsto_slope' hn] at hd
    have : NeBot (𝓝[Ico (0 : ℝ) 1] 1) := right_nhdsWithin_Ico_neBot zero_lt_one
    refine le_of_tendsto hd ?_
    filter_upwards [self_mem_nhdsWithin] with p hp
    rw [slope_def_field]
    exact div_nonpos_of_nonneg_of_nonpos
      (sub_nonneg.2 (hg.2 p (Ico_subset_Icc_self hp))) (sub_nonpos.2 hp.2.le)
  · intro he
    refine ⟨h1, fun p hp => ?_⟩
    have ht := tangent_le h h1 hp
    have hm := mul_nonneg_of_nonpos_of_nonpos he (sub_nonpos.2 hp.2)
    linarith
```

## A positive affinity keeps some charge

$EA>0$ means $E(1)<E(0)$, so $q=0$ is not a minimizer. Without this condition all the charge may leave: $E=q^2$ has $\varepsilon(1)=2$, yet its minimum is at $q=0$.

Differentiability makes $E$ continuous, so a minimizer exists on the compact interval. With both endpoints excluded it is interior, and there $\varepsilon(q)=0$. Also $E(q)<E(1)$, since otherwise $q=1$ would be a minimizer too. The proof follows these steps, turning the derivative within $[0,1]$ into an ordinary one at the interior point.

```lean
/-- Charge loss: for a convex energy curve with positive electron affinity and positive orbital
energy at full extra charge, a minimizing charge exists, and every such charge is strictly
fractional, has zero orbital energy and gives a lower energy than full extra charge. -/
theorem charge_loss {E eps : ℝ → ℝ} (h : IsConvexCurve E eps)
    (hEA : 0 < electronAffinity E) (heps : 0 < eps 1) :
    (∃ q, IsGroundCharge E q) ∧
      ∀ q, IsGroundCharge E q → q ∈ Ioo (0 : ℝ) 1 ∧ eps q = 0 ∧ E q < E 1 := by
  have h1 : (1 : ℝ) ∈ Icc (0 : ℝ) 1 := ⟨zero_le_one, le_refl _⟩
  constructor
  · have hc : ContinuousOn E (Icc 0 1) := fun q hq => (h.janak q hq).continuousWithinAt
    obtain ⟨q, hq, hmin⟩ := isCompact_Icc.exists_isMinOn ⟨1, h1⟩ hc
    exact ⟨q, hq, fun p hp => hmin hp⟩
  · intro q hg
    -- full extra charge is not a minimizer
    have hlt : E q < E 1 := by
      by_contra hcon
      have hfull : IsGroundCharge E 1 :=
        ⟨h1, fun p hp => (not_lt.1 hcon).trans (hg.2 p hp)⟩
      exact absurd ((full_charge_iff h).1 hfull) (not_le.2 heps)
    have hq1 : q ≠ 1 := by
      rintro rfl
      exact lt_irrefl _ hlt
    -- zero extra charge is excluded by the positive affinity
    have hq0 : q ≠ 0 := by
      rintro rfl
      have := hg.2 1 h1
      unfold electronAffinity at hEA
      linarith
    have hpos : 0 < q := lt_of_le_of_ne hg.1.1 (Ne.symm hq0)
    have hone : q < 1 := lt_of_le_of_ne hg.1.2 hq1
    have hnhds : Icc (0 : ℝ) 1 ∈ 𝓝 q := Icc_mem_nhds hpos hone
    have hloc : IsLocalMin E q := by
      filter_upwards [hnhds] with p hp
      exact hg.2 p hp
    exact ⟨⟨hpos, hone⟩, hloc.hasDerivAt_eq_zero ((h.janak q hg.1).hasDerivAt hnhds), hlt⟩
```

Given $EA>0$, the condition on $\varepsilon(1)$ is also necessary: if $\varepsilon(1)\le0$, the full charge is itself a minimizer.

```lean
/-- For a convex energy curve with positive electron affinity, all minimizing charges are
strictly fractional exactly when the orbital energy at full extra charge is positive. -/
theorem charge_loss_iff {E eps : ℝ → ℝ} (h : IsConvexCurve E eps)
    (hEA : 0 < electronAffinity E) :
    (∀ q, IsGroundCharge E q → q ∈ Ioo (0 : ℝ) 1) ↔ 0 < eps 1 := by
  constructor
  · intro hall
    by_contra hcon
    exact lt_irrefl _ (hall 1 ((full_charge_iff h).2 (not_lt.1 hcon))).2
  · intro he q hq
    exact ((charge_loss h hEA he).2 q hq).1
```

## When the orbital energy gives the affinity exactly

If $EA=-\varepsilon(1)$, the tangent at $1$ is the chord $E(0)-EA\,q$. Convexity keeps $E$ below the chord and the tangent keeps it above, so $E$ is that line. Conversely, a line has slope $-EA$ at $1$, and uniqueness of the derivative gives $\varepsilon(1)=-EA$.

```lean
/-- For a convex energy curve, the electron affinity equals minus the orbital energy at full
extra charge exactly when the energy is linear in the charge on `[0,1]`. -/
theorem affinity_eq_iff_linear {E eps : ℝ → ℝ} (h : IsConvexCurve E eps) :
    electronAffinity E = -eps 1 ↔
      ∀ q ∈ Icc (0 : ℝ) 1, E q = E 0 - electronAffinity E * q := by
  have h0 : (0 : ℝ) ∈ Icc (0 : ℝ) 1 := ⟨le_refl _, zero_le_one⟩
  have h1 : (1 : ℝ) ∈ Icc (0 : ℝ) 1 := ⟨zero_le_one, le_refl _⟩
  constructor
  · intro he q hq
    -- the chord bounds the curve from above, the tangent at full charge from below
    have hup := h.convex.2 h0 h1 (sub_nonneg.2 hq.2) hq.1 (by ring)
    simp only [smul_eq_mul, mul_zero, mul_one, zero_add] at hup
    have hlow := tangent_le h h1 hq
    have hs : eps 1 = E 1 - E 0 := by
      unfold electronAffinity at he
      linarith
    rw [hs] at hlow
    unfold electronAffinity
    apply le_antisymm <;> linarith
  · intro hlin
    have hline : HasDerivWithinAt (fun q : ℝ => E 0 - electronAffinity E * q)
        (-electronAffinity E) (Icc 0 1) 1 :=
      ((((hasDerivAt_id' (1 : ℝ)).const_mul (electronAffinity E)).const_sub
        (E 0)).congr_deriv (by ring)).hasDerivWithinAt
    have hE := hline.congr hlin (hlin 1 h1)
    have hu := (uniqueDiffOn_Icc (zero_lt_one' ℝ)) 1 h1
    have := hu.eq_deriv _ (h.janak 1 h1) hE
    linarith
```

## A curve that meets every hypothesis

Take $E=q^2-\tfrac32q=(q-\tfrac34)^2-\tfrac9{16}$. Then $EA=\tfrac12$, $\varepsilon(0)=-\tfrac32$ and $\varepsilon(1)=\tfrac12$. The only minimizer is $q=\tfrac34$, with energy $-\tfrac9{16}$ against $E(1)=-\tfrac12$. Convexity follows from

$$aE(x)+bE(y)-E(ax+by)=ab(x-y)^2,\qquad a,b\ge0,\ a+b=1.$$

```lean
/-- The energy `q² - 3q/2` with orbital energy `2q - 3/2` is a convex energy curve with electron
affinity `1/2`, orbital energies `-3/2` and `1/2` at zero and full extra charge, and `3/4` as
its only minimizing charge. -/
theorem quadratic_witness :
    IsConvexCurve (fun q => q ^ 2 - 3 / 2 * q) (fun q => 2 * q - 3 / 2) ∧
    electronAffinity (fun q => q ^ 2 - 3 / 2 * q) = 1 / 2 ∧
    (fun q : ℝ => 2 * q - 3 / 2) 0 = -3 / 2 ∧
    (fun q : ℝ => 2 * q - 3 / 2) 1 = 1 / 2 ∧
    ∀ q, IsGroundCharge (fun q => q ^ 2 - 3 / 2 * q) q ↔ q = 3 / 4 := by
  refine ⟨⟨⟨convex_Icc 0 1, ?_⟩, ?_⟩, ?_, by norm_num, by norm_num, ?_⟩
  · intro x _ y _ a b ha hb hab
    obtain rfl : b = 1 - a := by linarith
    simp only [smul_eq_mul]
    nlinarith [mul_nonneg (mul_nonneg ha hb) (sq_nonneg (x - y))]
  · intro q _
    exact (((hasDerivAt_pow 2 q).fun_sub
      ((hasDerivAt_id' q).const_mul (3 / 2))).congr_deriv (by norm_num)).hasDerivWithinAt
  · norm_num [electronAffinity]
  · intro q
    constructor
    · intro hg
      have hle : q ^ 2 - 3 / 2 * q ≤ (3 / 4) ^ 2 - 3 / 2 * (3 / 4) :=
        hg.2 (3 / 4) ⟨by norm_num, by norm_num⟩
      have hsq : (q - 3 / 4) ^ 2 = 0 := le_antisymm (by linarith) (sq_nonneg _)
      have := (pow_eq_zero_iff two_ne_zero).1 hsq
      linarith
    · rintro rfl
      refine ⟨⟨by norm_num, by norm_num⟩, fun p _ => ?_⟩
      change (3 / 4 : ℝ) ^ 2 - 3 / 2 * (3 / 4) ≤ p ^ 2 - 3 / 2 * p
      linarith [sq_nonneg (p - 3 / 4)]

end FractionalChargeLoss
```

```lean
#print axioms FractionalChargeLoss.affinity_bounds
#print axioms FractionalChargeLoss.charge_loss_iff
#print axioms FractionalChargeLoss.affinity_eq_iff_linear
```

```
'FractionalChargeLoss.affinity_bounds' depends on axioms: [propext, Classical.choice, Quot.sound]
'FractionalChargeLoss.charge_loss_iff' depends on axioms: [propext, Classical.choice, Quot.sound]
'FractionalChargeLoss.affinity_eq_iff_linear' depends on axioms: [propext, Classical.choice, Quot.sound]
```

## Reading the output of an anion calculation

Two total energies at one geometry give $EA$, and the anion's highest occupied eigenvalue gives $\varepsilon(1)$. If both are positive, this one-parameter model with a convex curve predicts partial electron loss. A run with integer occupations in a compact basis can still converge at $q=1$, because the basis has no functions to carry the charge away. Runs at several fractional occupations sample $E(q)$ and can reveal a departure from convexity, though finitely many points cannot prove that the whole curve is convex.
